# The Lagrange–Jacobi identity for classical electrons in a harmonic trap

In a molecular-dynamics run of classical point electrons in a harmonic trap, one can record half the sum of squared distances from the trap centre, $I=\tfrac12\sum_i\|x_i\|^2$, and compare its second time difference, divided by the square of the time step, with the recorded energies. For electrons of unit mass, no two of which are ever at the same point, the two should agree through

$$I''=2K+U-w^2\sum_i\|x_i\|^2 ,$$

where $K$ is the kinetic energy, $U$ the Coulomb energy of the pairs and $w$ the angular frequency of the trap. If only the Coulomb force has a wrong prefactor, while $U$ and the other terms are computed correctly, the mismatch is proportional to $U$; a wrong Coulomb constant shared by force and energy goes unnoticed. The identity holds for exact solutions of Newton's equation; a simulated trajectory adds a time-step error, which is not bounded here.

## Energies and their rates of change

The electrons carry labels from a finite type `ι`, and their positions lie in a real inner-product space `V`, of which $\mathbb R^3$ is one case. Mass and Coulomb constant are 1.

```lean
import Mathlib

open Finset

namespace LagrangeJacobi

noncomputable section

variable {ι V : Type*} [Fintype ι] [NormedAddCommGroup V] [InnerProductSpace ℝ V]
```

The quantity called `inertia` is $I$, half the usual moment of inertia about the centre.

```lean
/-- Half the sum of the squared distances from the trap centre (unit masses). -/
def inertia (x : ι → V) : ℝ := 1 / 2 * ∑ i, ‖x i‖ ^ 2
```

The kinetic energy $K=\tfrac12\sum_i\|v_i\|^2$ is the same expression in the velocities $v_i$.

```lean
/-- Kinetic energy of electrons of unit mass. -/
def kinetic (v : ι → V) : ℝ := 1 / 2 * ∑ i, ‖v i‖ ^ 2
```

Since $\frac{d}{dt}\|y_i\|^2=2\langle y_i,y_i'\rangle$, half the sum changes at the rate $\sum_i\langle y_i,y_i'\rangle$. `HasDerivAt` states both that the derivative exists and what it equals. The lemma serves for positions and velocities alike.

```lean
/-- Along differentiable trajectories, `inertia` changes at the rate `∑ ⟨y_i, y_i'⟩`. -/
theorem hasDerivAt_inertia {y : ℝ → ι → V} {y' : ι → V} {t : ℝ}
    (h : ∀ i, HasDerivAt (fun s => y s i) (y' i) t) :
    HasDerivAt (fun s => inertia (y s)) (∑ i, inner ℝ (y t i) (y' i)) t := by
  have hs : HasDerivAt (fun s => ∑ i, ‖y s i‖ ^ 2)
      (∑ i, 2 * inner ℝ (y t i) (y' i)) t :=
    HasDerivAt.fun_sum fun i _ => (h i).norm_sq
  refine (hs.const_mul (1 / 2 : ℝ)).congr_deriv ?_
  rw [← Finset.mul_sum]
  ring
```

For a separation $d\neq0$, $\|d\|'=\langle d,d'\rangle/\|d\|$, so

$$\frac{d}{dt}\frac1{\|d\|}=-\frac{\langle d',d\rangle}{\|d\|^3}.$$

The proof differentiates $\|d\|$ as $\sqrt{\|d\|^2}$.

```lean
/-- Rate of change of the Coulomb potential `1/‖d‖` for a nonzero separation `d`. -/
theorem hasDerivAt_inv_dist {d : ℝ → V} {d' : V} {t : ℝ}
    (h : HasDerivAt d d' t) (hne : d t ≠ 0) :
    HasDerivAt (fun s => 1 / ‖d s‖) (-(inner ℝ d' (d t) / ‖d t‖ ^ 3)) t := by
  have hpos : 0 < ‖d t‖ := norm_pos_iff.2 hne
  have hs : ∀ u : V, √(‖u‖ ^ 2) = ‖u‖ := fun u => Real.sqrt_sq (norm_nonneg u)
  have h2 : HasDerivAt (fun s => √(‖d s‖ ^ 2))
      (2 * inner ℝ (d t) d' / (2 * √(‖d t‖ ^ 2))) t :=
    h.norm_sq.sqrt (pow_ne_zero 2 hpos.ne')
  simp only [hs] at h2
  refine ((hasDerivAt_const t (1 : ℝ)).fun_div h2 hpos.ne').congr_deriv ?_
  rw [real_inner_comm d' (d t)]
  ring
```

## Coulomb forces and the equation of motion

Electron $i$ feels the repulsion $F_i=\sum_{j\ne i}(x_i-x_j)/\|x_i-x_j\|^3$; `univ.erase i` is the set of all labels other than $i$.

```lean
variable [DecidableEq ι]

/-- Coulomb repulsion on electron `i` from all others, for pairwise distinct positions. -/
def coulombForce (x : ι → V) (i : ι) : V :=
  ∑ j ∈ univ.erase i, (‖x i - x j‖ ^ 3)⁻¹ • (x i - x j)
```

The pair energy is $U=\tfrac12\sum_i\sum_{j\neq i}1/\|x_i-x_j\|$, where the factor $\tfrac12$ makes each pair count once.

```lean
/-- Coulomb energy, each pair counted once, for pairwise distinct positions. -/
def pairEnergy (x : ι → V) : ℝ :=
  1 / 2 * ∑ i, ∑ j ∈ univ.erase i, 1 / ‖x i - x j‖
```

The trap contributes $\tfrac12w^2\sum_i\|x_i\|^2=w^2I$, so the total energy is $E=K+U+w^2I$.

```lean
/-- Total energy: kinetic, Coulomb and trap energy, for pairwise distinct positions. -/
def energy (w : ℝ) (x v : ι → V) : ℝ := kinetic v + pairEnergy x + w ^ 2 * inertia x
```

A motion satisfies $x_i'=v_i$ and $v_i'=-w^2x_i+F_i$, with distinct positions at every time. This last condition is all that "collisionless" means here; the electrons still repel and deflect one another. Such a solution is assumed for all real times, not constructed from initial data.

```lean
/-- Collisionless motion of electrons in a harmonic trap of frequency `w`,
with positions `x` and velocities `v`. -/
structure IsMotion (w : ℝ) (x v : ℝ → ι → V) : Prop where
  velocity : ∀ t i, HasDerivAt (fun s => x s i) (v t i) t
  newton : ∀ t i, HasDerivAt (fun s => v s i)
    ((-w ^ 2) • x t i + coulombForce (x t) i) t
  noCollision : ∀ t, Function.Injective (x t)
```

## From the third law to the identity

Take any displacements $y_i$ and write $r_{ij}=x_i-x_j$. Exchanging the labels in the double sum reverses $r_{ij}$:

$$\sum_i\langle y_i,F_i\rangle=\sum_{i}\sum_{j\neq i}\frac{\langle y_i,r_{ij}\rangle}{\|r_{ij}\|^3}=-\sum_{i}\sum_{j\neq i}\frac{\langle y_j,r_{ij}\rangle}{\|r_{ij}\|^3}.$$

The mean of the two forms contains only $y_i-y_j$. In the proof, `hswap` is the exchange and `hsplit` separates the two halves. The terms $j=i$ are added for convenience; Lean evaluates them as zero.

```lean
/-- The first-order work `∑ ⟨y_i, F_i⟩` of the Coulomb forces `F_i` at positions `x` along
displacements `y` depends, for given `x`, only on the relative displacements of the pairs. -/
theorem pair_work (x y : ι → V) :
    ∑ i, inner ℝ (y i) (coulombForce x i) = 1 / 2 * ∑ i, ∑ j ∈ univ.erase i,
      inner ℝ (y i - y j) (x i - x j) / ‖x i - x j‖ ^ 3 := by
  have hL : ∀ i, inner ℝ (y i) (coulombForce x i)
      = ∑ j, inner ℝ (y i) (x i - x j) / ‖x i - x j‖ ^ 3 := by
    intro i
    have hF : coulombForce x i = ∑ j, (‖x i - x j‖ ^ 3)⁻¹ • (x i - x j) := by
      unfold coulombForce
      exact Finset.sum_erase _ (by simp)
    rw [hF, inner_sum]
    refine Finset.sum_congr rfl fun j _ => ?_
    rw [real_inner_smul_right]
    ring
  have hR : ∀ i, ∑ j ∈ univ.erase i, inner ℝ (y i - y j) (x i - x j) / ‖x i - x j‖ ^ 3
      = ∑ j, inner ℝ (y i - y j) (x i - x j) / ‖x i - x j‖ ^ 3 :=
    fun i => Finset.sum_erase _ (by simp)
  -- Newton's third law: exchange the two electrons of each pair
  have hswap : ∑ i, ∑ j, inner ℝ (y i) (x i - x j) / ‖x i - x j‖ ^ 3
      = ∑ i, ∑ j, -(inner ℝ (y j) (x i - x j) / ‖x i - x j‖ ^ 3) := by
    rw [Finset.sum_comm]
    refine Finset.sum_congr rfl fun i _ => Finset.sum_congr rfl fun j _ => ?_
    rw [norm_sub_rev (x j) (x i), ← neg_sub (x i) (x j), inner_neg_right, neg_div]
  have hsplit : ∑ i, ∑ j, inner ℝ (y i - y j) (x i - x j) / ‖x i - x j‖ ^ 3
      = ∑ i, ∑ j, inner ℝ (y i) (x i - x j) / ‖x i - x j‖ ^ 3
        + ∑ i, ∑ j, -(inner ℝ (y j) (x i - x j) / ‖x i - x j‖ ^ 3) := by
    simp only [← Finset.sum_add_distrib]
    refine Finset.sum_congr rfl fun i _ => Finset.sum_congr rfl fun j _ => ?_
    rw [inner_sub_left]
    ring
  rw [Finset.sum_congr rfl fun i _ => hL i, Finset.sum_congr rfl fun i _ => hR i, hsplit]
  linarith [hswap]
```

Now $I'=\sum_i\langle x_i,v_i\rangle$, and a second derivative gives

$$I''=\sum_i\|v_i\|^2-w^2\sum_i\|x_i\|^2+\sum_i\langle x_i,F_i\rangle .$$

The first sum is $2K$. With $y=x$, the last is $\tfrac12\sum_i\sum_{j\ne i}\|r_{ij}\|^2/\|r_{ij}\|^3=U$, which is `hU`.

```lean
variable {w : ℝ} {x v : ℝ → ι → V}

/-- **Lagrange-Jacobi identity**: for collisionless motion in the trap,
`I'' = 2K + U - w² ∑ ‖x_i‖²`, where `I = ½ ∑ ‖x_i‖²`. -/
theorem lagrange_jacobi (h : IsMotion w x v) (t : ℝ) :
    HasDerivAt (deriv fun s => inertia (x s))
      (2 * kinetic (v t) + pairEnergy (x t) - w ^ 2 * ∑ i, ‖x t i‖ ^ 2) t := by
  have hd : (deriv fun s => inertia (x s)) = fun s => ∑ i, inner ℝ (x s i) (v s i) :=
    funext fun s => (hasDerivAt_inertia (h.velocity s)).deriv
  have hs : HasDerivAt (fun s => ∑ i, inner ℝ (x s i) (v s i))
      (∑ i, (inner ℝ (x t i) ((-w ^ 2) • x t i + coulombForce (x t) i)
        + inner ℝ (v t i) (v t i))) t :=
    HasDerivAt.fun_sum fun i _ => (h.velocity t i).inner ℝ (h.newton t i)
  -- the Coulomb forces contribute the pair energy
  have hU : ∑ i, inner ℝ (x t i) (coulombForce (x t) i) = pairEnergy (x t) := by
    rw [pair_work, pairEnergy]
    congr 1
    refine Finset.sum_congr rfl fun i _ => Finset.sum_congr rfl fun j hj => ?_
    have hr : ‖x t i - x t j‖ ≠ 0 := norm_ne_zero_iff.2 (sub_ne_zero.2 fun e =>
      Finset.ne_of_mem_erase hj (h.noCollision t e).symm)
    rw [real_inner_self_eq_norm_sq]
    field_simp
  rw [hd]
  refine hs.congr_deriv ?_
  rw [← hU, kinetic]
  simp only [inner_add_right, real_inner_smul_right, real_inner_self_eq_norm_sq,
    Finset.sum_add_distrib, ← Finset.mul_sum]
  ring
```

## Energy conservation and breathing

The three parts of the energy change at the rates

$$K'=\sum_i\langle v_i,-w^2x_i+F_i\rangle,\quad U'=-\sum_i\langle v_i,F_i\rangle,\quad (w^2I)'=w^2\sum_i\langle x_i,v_i\rangle .$$

The second uses the pair formula with $y=v$. They add to zero, so $E$ is constant.

```lean
/-- The total energy is conserved in collisionless motion. -/
theorem energy_conserved (h : IsMotion w x v) (t : ℝ) :
    energy w (x t) (v t) = energy w (x 0) (v 0) := by
  have hder : ∀ t, HasDerivAt (fun s => energy w (x s) (v s)) 0 t := by
    intro t
    have hK : HasDerivAt (fun s => kinetic (v s)) _ t := hasDerivAt_inertia (h.newton t)
    have hI := hasDerivAt_inertia (h.velocity t)
    have hU : HasDerivAt (fun s => pairEnergy (x s))
        (-∑ i, inner ℝ (v t i) (coulombForce (x t) i)) t := by
      rw [pair_work]
      have hs : HasDerivAt (fun s => ∑ i, ∑ j ∈ univ.erase i, 1 / ‖x s i - x s j‖)
          (∑ i, ∑ j ∈ univ.erase i,
            -(inner ℝ (v t i - v t j) (x t i - x t j) / ‖x t i - x t j‖ ^ 3)) t :=
        HasDerivAt.fun_sum fun i _ => HasDerivAt.fun_sum fun j hj =>
          hasDerivAt_inv_dist ((h.velocity t i).fun_sub (h.velocity t j))
            (sub_ne_zero.2 fun e => Finset.ne_of_mem_erase hj (h.noCollision t e).symm)
      refine (hs.const_mul (1 / 2 : ℝ)).congr_deriv ?_
      simp only [Finset.sum_neg_distrib]
      ring
    refine ((hK.fun_add hU).fun_add (hI.const_mul (w ^ 2))).congr_deriv ?_
    have hc : ∑ i, inner ℝ (x t i) (v t i) = ∑ i, inner ℝ (v t i) (x t i) :=
      Finset.sum_congr rfl fun i _ => real_inner_comm _ _
    rw [hc]
    simp only [inner_add_right, real_inner_smul_right, Finset.sum_add_distrib,
      ← Finset.mul_sum]
    ring
  exact is_const_of_deriv_eq_zero (fun s => (hder s).differentiableAt)
    (fun s => (hder s).deriv) t 0
```

Inserting $2K=2E-2U-2w^2I$ into the identity gives $I''=2E-U-4w^2I$, with $E$ taken at time 0. For a single electron $U=0$, and if $w\ne0$ this is the equation of a harmonic oscillator of angular frequency $2|w|$ about $E/(2w^2)$.

```lean
/-- Breathing equation: in collisionless motion with initial energy `E`,
`I'' = 2E - U - 4w² I`. -/
theorem breathing_equation (h : IsMotion w x v) (t : ℝ) :
    HasDerivAt (deriv fun s => inertia (x s))
      (2 * energy w (x 0) (v 0) - pairEnergy (x t) - 4 * w ^ 2 * inertia (x t)) t := by
  refine (lagrange_jacobi h t).congr_deriv ?_
  rw [← energy_conserved h t]
  unfold energy inertia
  ring
```

## Expansion without a trap

For $w=0$, $I''=2K+U=E+K\ge E$. Hence $I'(s)-Es$ never decreases, and $I'(s)\ge I'(0)+Es$ for $s\ge0$. A second integration gives

$$I(t)\ge I(0)+I'(0)\,t+\tfrac12Et^2\qquad(t\ge0).$$

Lean replaces both integrations by monotonicity arguments (`hmono`, `hm`).

```lean
/-- Without a trap, a collisionless electron cloud of energy `E` obeys
`I(t) ≥ I(0) + I'(0) t + E t²/2` at all times `t ≥ 0`. -/
theorem free_expansion (h : IsMotion 0 x v) {t : ℝ} (ht : 0 ≤ t) :
    inertia (x 0) + t * ∑ i, inner ℝ (x 0 i) (v 0 i)
      + energy 0 (x 0) (v 0) * t ^ 2 / 2 ≤ inertia (x t) := by
  obtain ⟨E, hE⟩ : ∃ E, E = energy 0 (x 0) (v 0) := ⟨_, rfl⟩
  obtain ⟨D, hD⟩ : ∃ D, D = deriv fun s => inertia (x s) := ⟨_, rfl⟩
  have hI : ∀ s, HasDerivAt (fun s => inertia (x s)) (D s) s := fun s => by
    rw [hD]
    exact (hasDerivAt_inertia (h.velocity s)).differentiableAt.hasDerivAt
  rw [← hE, ← (hI 0).unique (hasDerivAt_inertia (h.velocity 0))]
  -- I'' - E is the kinetic energy, hence I' - E t never decreases
  have h1 : ∀ s, HasDerivAt (fun s => D s - E * s) (kinetic (v s)) s := fun s => by
    have hJ := lagrange_jacobi h s
    rw [← hD] at hJ
    refine (hJ.fun_sub ((hasDerivAt_id' s).const_mul E)).congr_deriv ?_
    rw [hE, ← energy_conserved h s]
    unfold energy
    ring
  have hmono : Monotone (fun s => D s - E * s) :=
    monotone_of_deriv_nonneg (fun s => (h1 s).differentiableAt) fun s => by
      rw [(h1 s).deriv]
      unfold kinetic
      positivity
  have h2 : ∀ s, HasDerivAt (fun s => inertia (x s) - (s * D 0 + E * (s * s) / 2))
      (D s - (D 0 + E * s)) s := fun s => by
    refine ((hI s).fun_sub (((hasDerivAt_id' s).mul_const (D 0)).fun_add
      ((((hasDerivAt_id' s).fun_mul (hasDerivAt_id' s)).const_mul E).div_const
        2))).congr_deriv ?_
    ring
  have hm := monotoneOn_of_deriv_nonneg (convex_Ici (0 : ℝ))
    (fun s _ => (h2 s).continuousAt.continuousWithinAt)
    (fun s _ => (h2 s).differentiableAt.differentiableWithinAt) (fun s hs => by
      rw [interior_Ici] at hs
      have hle : D 0 - E * 0 ≤ D s - E * s := hmono (le_of_lt (Set.mem_Ioi.1 hs))
      rw [(h2 s).deriv]
      linarith)
  have hfin : inertia (x 0) - (0 * D 0 + E * (0 * 0) / 2)
      ≤ inertia (x t) - (t * D 0 + E * (t * t) / 2) :=
    hm (Set.mem_Ici.2 le_rfl) (Set.mem_Ici.2 ht) ht
  linarith
```

## Two electrons on a circle

Let $e(\theta)=(\cos\theta,\sin\theta,0)$.

```lean
/-- The point at angle `θ` on the unit circle in the horizontal plane of `R³`. -/
def rotor (θ : ℝ) : EuclideanSpace ℝ (Fin 3) :=
  Real.cos θ • EuclideanSpace.single 0 1 + Real.sin θ • EuclideanSpace.single 1 1
```

Place the electrons at $\pm e(\Omega t)$. Their distance is 2, so each is repelled with strength $\tfrac14$, and Newton's equation for the first reads $-\Omega^2e=-w^2e+\tfrac14e$. It holds when $w^2=\Omega^2+\tfrac14$; the second electron gives the same condition.

```lean
/-- Two electrons at opposite points of the unit circle, rotating at angular frequency `Ω`,
form a collisionless motion in the trap with `w² = Ω² + 1/4`. -/
theorem rotating_pair_witness {w Ω : ℝ} (hw : w ^ 2 = Ω ^ 2 + 1 / 4) :
    IsMotion w (fun t => ![rotor (Ω * t), -rotor (Ω * t)])
      (fun t => ![Ω • rotor (Ω * t + Real.pi / 2), -(Ω • rotor (Ω * t + Real.pi / 2))]) := by
  have hnorm : ∀ θ, ‖rotor θ‖ = 1 := fun θ => by
    have hsq : ‖rotor θ‖ ^ 2 = 1 := by
      rw [EuclideanSpace.norm_sq_eq]
      simp [rotor, Fin.sum_univ_succ]
    nlinarith [norm_nonneg (rotor θ)]
  have hrot : ∀ c s, HasDerivAt (fun u => rotor (Ω * u + c))
      (Ω • rotor (Ω * s + c + Real.pi / 2)) s := fun c s => by
    have hl : HasDerivAt (fun u => Ω * u + c) Ω s := by
      simpa using ((hasDerivAt_id' s).const_mul Ω).add_const c
    unfold rotor
    refine ((hl.cos.smul_const _).fun_add (hl.sin.smul_const _)).congr_deriv ?_
    simp only [Real.cos_add_pi_div_two, Real.sin_add_pi_div_two]
    module
  have hvel : ∀ t, HasDerivAt (fun u => rotor (Ω * u))
      (Ω • rotor (Ω * t + Real.pi / 2)) t := fun t => by
    simpa only [add_zero] using hrot 0 t
  have hacc : ∀ t, HasDerivAt (fun u => Ω • rotor (Ω * u + Real.pi / 2))
      ((-Ω ^ 2) • rotor (Ω * t)) t := fun t => by
    refine ((hrot (Real.pi / 2) t).const_smul Ω).congr_deriv ?_
    simp only [rotor, Real.cos_add_pi_div_two, Real.sin_add_pi_div_two]
    module
  -- the electrons are at distance 2, so each feels a repulsion of strength 1/4
  have hdist : ∀ θ, ‖rotor θ - -rotor θ‖ = 2 := fun θ => by
    rw [show rotor θ - -rotor θ = (2 : ℝ) • rotor θ by module, norm_smul, hnorm]
    norm_num
  have hF0 : ∀ θ, coulombForce ![rotor θ, -rotor θ] 0 = (1 / 4 : ℝ) • rotor θ := fun θ => by
    unfold coulombForce
    rw [show univ.erase (0 : Fin 2) = {1} by decide, Finset.sum_singleton]
    change (‖rotor θ - -rotor θ‖ ^ 3)⁻¹ • (rotor θ - -rotor θ) = _
    rw [hdist]
    module
  have hF1 : ∀ θ, coulombForce ![rotor θ, -rotor θ] 1 = -((1 / 4 : ℝ) • rotor θ) := fun θ => by
    unfold coulombForce
    rw [show univ.erase (1 : Fin 2) = {0} by decide, Finset.sum_singleton]
    change (‖-rotor θ - rotor θ‖ ^ 3)⁻¹ • (-rotor θ - rotor θ) = _
    rw [norm_sub_rev, hdist]
    module
  refine ⟨fun t => Fin.forall_fin_two.2 ⟨hvel t, (hvel t).fun_neg⟩,
    fun t => Fin.forall_fin_two.2 ⟨(hacc t).congr_deriv ?_,
      (hacc t).fun_neg.congr_deriv ?_⟩, fun t i j hij => ?_⟩
  · change _ = (-w ^ 2) • rotor (Ω * t) + coulombForce ![rotor (Ω * t), -rotor (Ω * t)] 0
    rw [hF0, hw]
    module
  · change _ = (-w ^ 2) • (-rotor (Ω * t)) + coulombForce ![rotor (Ω * t), -rotor (Ω * t)] 1
    rw [hF1, hw]
    module
  · have hne : rotor (Ω * t) ≠ -rotor (Ω * t) := fun e => by
      have h2 := hdist (Ω * t)
      rw [← e, sub_self, norm_zero] at h2
      norm_num at h2
    fin_cases i <;> fin_cases j
    · rfl
    · exact (hne hij).elim
    · exact (hne hij.symm).elim
    · rfl

end

end LagrangeJacobi
```

For $\Omega=1$, $w^2=\tfrac54$, $K=1$, $U=\tfrac12$ and $\sum_i\|x_i\|^2=2$. The identity gives $I''=2+\tfrac12-\tfrac52=0$, as it must for constant $I=1$.

```lean
#print axioms LagrangeJacobi.lagrange_jacobi
#print axioms LagrangeJacobi.breathing_equation
#print axioms LagrangeJacobi.free_expansion
```

```
'LagrangeJacobi.lagrange_jacobi' depends on axioms: [propext, Classical.choice, Quot.sound]
'LagrangeJacobi.breathing_equation' depends on axioms: [propext, Classical.choice, Quot.sound]
'LagrangeJacobi.free_expansion' depends on axioms: [propext, Classical.choice, Quot.sound]
```
